# For Hermitian $H$ and $S$, the equation $iS\psi'=(H+P)\psi$ conserves $\langle\varphi,S\psi\rangle$ when the anti-Hermitian part of $P$ is $-\tfrac{i}{2}S'$

**Q:** Take a single basis function with a real overlap $s(t)>0$, a real energy $h$ and a coefficient $\psi(t)$. With $\hbar=1$ and a prime for the time derivative, let $is\psi'=h\psi$. Then $|\psi|^2$ is constant, so the squared norm $s|\psi|^2$ drifts with $s$. Everything is Hermitian, and charge is still not conserved.

**A:** The equation lacks a term. Add a complex number $p$, so that $is\psi'=(h+p)\psi$. Then

$$\frac{d}{dt}\,s|\psi|^2=s'|\psi|^2+2\,\mathrm{Re}(\bar\psi\,s\psi')=(s'+2\,\mathrm{Im}\,p)\,|\psi|^2 .$$

The drift stops if $\mathrm{Im}\,p=-s'/2$. For $s=\tau^2$ with $\tau$ real, $p=-i\tau\tau'$ does this. With ultrasoft pseudopotentials, $s$ becomes a matrix $S(t)$ that moves with the atoms, and $p$ becomes a matrix $P$.

```lean
import Mathlib

open Matrix

namespace UltrasoftMovingOverlap

noncomputable section

variable {m n : Type*} [Fintype m] [Fintype n]
```

**Q:** What are the operators and states in Lean?

**A:** Finite complex matrices and vectors `n → ℂ`, as in a finite basis. Matrices are differentiated entry by entry:

```lean
/-- The matrix-valued function `A` of time has the entrywise derivative `A'` at time `t`. -/
def HasMatrixDerivAt (A : ℝ → Matrix m n ℂ) (A' : Matrix m n ℂ) (t : ℝ) : Prop :=
  ∀ i j, HasDerivAt (fun s => A s i j) (A' i j) t
```

The inner product is conjugate-linear in its first argument, and `form A x y` is $\langle x,Ay\rangle$. The squared norm of a state is therefore `form S ψ ψ`.

```lean
/-- The sesquilinear form `⟨x, A y⟩`. -/
def form (A : Matrix n n ℂ) (x y : n → ℂ) : ℂ := star x ⬝ᵥ A *ᵥ y
```

Two more definitions name the matrix that governs the drift and the candidate for $P$. Here $T$ maps smooth states to all-electron states. It may be rectangular, with `m` indexing the larger space.

```lean
/-- The balance matrix `S' - i (P - Pᴴ)`. -/
def balance (S' P : Matrix n n ℂ) : Matrix n n ℂ := S' - Complex.I • (P - Pᴴ)

/-- The transport term `P = -i Tᴴ T'` of a moving transformation `T`. -/
def transport (T T' : Matrix m n ℂ) : Matrix n n ℂ := (-Complex.I) • (Tᴴ * T')
```

**Q:** Show me the drift for matrices, for two different solutions $\varphi$ and $\psi$.

**A:** The product rule gives

$$\frac{d}{dt}\langle\varphi,S\psi\rangle=\langle\varphi',S\psi\rangle+\langle\varphi,S'\psi\rangle+\langle\varphi,S\psi'\rangle .$$

The equation of motion says $S\psi'=-i(H+P)\psi$, and likewise for $\varphi$. Since $S$ and $H$ are Hermitian, the first term is

$$\langle S\varphi',\psi\rangle=\langle -i(H+P)\varphi,\psi\rangle=i\langle\varphi,(H+P^\dagger)\psi\rangle .$$

The last term is $-i\langle\varphi,(H+P)\psi\rangle$. In the sum $H$ cancels, and the rate is $\langle\varphi,(S'-i(P-P^\dagger))\psi\rangle$.

The first lemma is the product rule for a moving matrix acting on a moving vector, proved one component at a time.

```lean
omit [Fintype m] in
/-- Product rule for a moving transformation acting on a moving state. -/
theorem hasDerivAt_mulVec {T : ℝ → Matrix m n ℂ} {T' : Matrix m n ℂ} {ψ : ℝ → n → ℂ}
    {ψ' : n → ℂ} {t : ℝ} (hT : HasMatrixDerivAt T T' t) (hψ : HasDerivAt ψ ψ' t) :
    HasDerivAt (fun s => T s *ᵥ ψ s) (T' *ᵥ ψ t + T t *ᵥ ψ') t := by
  refine hasDerivAt_pi.2 fun i => ?_
  have h : HasDerivAt (fun s => ∑ j, T s i j * ψ s j)
      (∑ j, (T' i j * ψ t j + T t i j * ψ' j)) t :=
    HasDerivAt.fun_sum fun j _ => (hT i j).fun_mul (hasDerivAt_pi.1 hψ j)
  refine HasDerivAt.congr_deriv (f := fun s => (T s *ᵥ ψ s) i) h ?_
  simp only [Pi.add_apply, mulVec, dotProduct, Finset.sum_add_distrib]
```

In `overlap_rate`, `e1` and `e2` are the two substitutions above, `e3` splits the product rule into its three terms, and the final `ring` cancels $H$.

```lean
/-- If `φ` and `ψ` obey `i S ψ' = (H + P) ψ` at time `t`, with `H` and `S` Hermitian, then
`⟨φ, S ψ⟩` changes at the rate `⟨φ, (S' - i (P - Pᴴ)) ψ⟩`. -/
theorem overlap_rate {S : ℝ → Matrix n n ℂ} {S' H P : Matrix n n ℂ} {φ ψ : ℝ → n → ℂ}
    {φ' ψ' : n → ℂ} {t : ℝ} (hH : H.IsHermitian) (hS : (S t).IsHermitian)
    (dS : HasMatrixDerivAt S S' t) (dφ : HasDerivAt φ φ' t) (dψ : HasDerivAt ψ ψ' t)
    (eφ : Complex.I • (S t *ᵥ φ') = (H + P) *ᵥ φ t)
    (eψ : Complex.I • (S t *ᵥ ψ') = (H + P) *ᵥ ψ t) :
    HasDerivAt (fun s => form (S s) (φ s) (ψ s)) (form (balance S' P) (φ t) (ψ t)) t := by
  have adj : ∀ (A : Matrix n n ℂ) (x y : n → ℂ), form A x y = star (Aᴴ *ᵥ x) ⬝ᵥ y := by
    intro A x y
    rw [form, star_mulVec, conjTranspose_conjTranspose, Matrix.dotProduct_mulVec]
  -- solve the equation of motion for `S φ'` and `S ψ'`
  have sφ : S t *ᵥ φ' = (-Complex.I) • ((H + P) *ᵥ φ t) := by
    rw [← eφ, smul_smul]; simp
  have sψ : S t *ᵥ ψ' = (-Complex.I) • ((H + P) *ᵥ ψ t) := by
    rw [← eψ, smul_smul]; simp
  have e1 : form (S t) φ' (ψ t) = Complex.I * form (H + Pᴴ) (φ t) (ψ t) := by
    rw [adj (S t), adj (H + Pᴴ), conjTranspose_add, conjTranspose_conjTranspose, hH.eq,
      hS.eq, sφ, star_smul, smul_dotProduct]
    simp
  have e2 : form (S t) (φ t) ψ' = -Complex.I * form (H + P) (φ t) (ψ t) := by
    simp only [form, sψ, dotProduct_smul, smul_eq_mul]
  -- product rule for the overlap
  have h : HasDerivAt (fun s => ∑ i, star (φ s i) * (S s *ᵥ ψ s) i)
      (∑ i, (star (φ' i) * (S t *ᵥ ψ t) i
        + star (φ t i) * (S' *ᵥ ψ t + S t *ᵥ ψ') i)) t :=
    HasDerivAt.fun_sum fun i _ =>
      (hasDerivAt_pi.1 dφ i).star.fun_mul (hasDerivAt_pi.1 (hasDerivAt_mulVec dS dψ) i)
  refine HasDerivAt.congr_deriv (f := fun s => form (S s) (φ s) (ψ s)) h ?_
  have e3 : (∑ i, (star (φ' i) * (S t *ᵥ ψ t) i
        + star (φ t i) * (S' *ᵥ ψ t + S t *ᵥ ψ') i))
      = form (S t) φ' (ψ t) + (form S' (φ t) (ψ t) + form (S t) (φ t) ψ') := by
    simp only [form, dotProduct, Pi.star_apply, Pi.add_apply, mul_add,
      Finset.sum_add_distrib]
  -- substitute the three terms; `H` cancels
  rw [e3, e1, e2]
  simp only [form, balance, sub_mulVec, add_mulVec, Matrix.smul_mulVec, dotProduct_add,
    dotProduct_sub, dotProduct_smul, smul_eq_mul]
  ring
```

**Q:** You never invert $S$. Do you assume that solutions exist?

**A:** Yes, `eφ` and `eψ` are hypotheses about given differentiable curves. Positivity of $S$ isn't assumed either, although physically it is what makes $\langle\psi,S\psi\rangle$ a squared norm.

**Q:** A vanishing rate for one state needn't mean that the matrix vanishes.

**A:** Right, so the equivalence asks for all vectors. Suppose $\langle x,Ax\rangle=0$ for every $x$, and write $a=\langle x,Ay\rangle$ and $b=\langle y,Ax\rangle$. The vector $x+y$ gives $a+b=0$, and $x+iy$ gives $i(a-b)=0$. Hence $a=0$, and choosing basis vectors for $x$ and $y$ shows that every entry of $A$ is zero. In the proof `key` is this polarization, with `linear_combination` combining the two expansions.

```lean
/-- For a complex matrix `A`, the form `⟨x, A x⟩` vanishes for all vectors `x` iff `A = 0`. -/
theorem form_self_eq_zero_iff (A : Matrix n n ℂ) : (∀ x, form A x x = 0) ↔ A = 0 := by
  classical
  constructor
  · intro h
    -- polarization with `x + y` and `x + i y`
    have key : ∀ x y, form A x y = 0 := by
      intro x y
      have h1 := h (x + y)
      have h2 := h (x + Complex.I • y)
      have hx := h x
      have hy := h y
      simp only [form, star_add, star_smul, mulVec_add, mulVec_smul, add_dotProduct,
        dotProduct_add, smul_dotProduct, dotProduct_smul, smul_eq_mul, Complex.star_def,
        Complex.conj_I] at h1 h2 hx hy ⊢
      linear_combination (h1 - Complex.I * h2 - (1 - Complex.I) * hx
        - (1 - Complex.I) * hy) / 2 + (star x ⬝ᵥ A *ᵥ y - star y ⬝ᵥ A *ᵥ x
        - Complex.I * (star y ⬝ᵥ A *ᵥ y)) / 2 * Complex.I_sq
    ext i j
    have hs : star (Pi.single i (1 : ℂ) : n → ℂ) = Pi.single i 1 := by
      ext k
      by_cases hk : k = i
      · subst hk; simp
      · simp [hk]
    have hij := key (Pi.single i 1) (Pi.single j 1)
    rw [form, hs] at hij
    simpa using hij
  · rintro rfl x
    simp [form]
```

With $A=S'-i(P-P^\dagger)$, the rate form vanishes on all vectors exactly when $S'=i(P-P^\dagger)$. Multiplying by $-i/2$ gives

$$\tfrac12(P-P^\dagger)=-\tfrac{i}{2}S' .$$

The two directions of the proof are this multiplication and its inverse. The Hermitian part of $P$ remains free.

```lean
/-- The rate form `⟨x, (S' - i (P - Pᴴ)) x⟩` vanishes for all vectors iff the anti-Hermitian
part of `P` is `-(i/2) S'`. -/
theorem norm_balance_iff (S' P : Matrix n n ℂ) :
    (∀ x, form (balance S' P) x x = 0) ↔
      (1 / 2 : ℂ) • (P - Pᴴ) = (-(Complex.I / 2)) • S' := by
  rw [form_self_eq_zero_iff, balance, sub_eq_zero]
  constructor
  · intro h
    have c : -(Complex.I / 2) * Complex.I = 1 / 2 := by
      linear_combination (-1 / 2) * Complex.I_sq
    rw [h, smul_smul, c]
  · intro h
    have c : 2 * Complex.I * -(Complex.I / 2) = 1 := by
      linear_combination (-1) * Complex.I_sq
    calc S' = (2 * Complex.I * -(Complex.I / 2)) • S' := by rw [c, one_smul]
      _ = (2 * Complex.I) • ((1 / 2 : ℂ) • (P - Pᴴ)) := by rw [h, smul_smul]
      _ = Complex.I • (P - Pᴴ) := by
        rw [smul_smul]
        congr 1
        ring
```

**Q:** And if I leave $P$ out?

**A:** Then the matrix is just $S'$, so the form vanishes on all vectors only for $S'=0$.

```lean
/-- Without a transport term, the rate form vanishes for all vectors iff `S' = 0`. -/
theorem no_transport_iff (S' : Matrix n n ℂ) :
    (∀ x, form (balance S' 0) x x = 0) ↔ S' = 0 := by
  rw [form_self_eq_zero_iff]
  simp [balance]
```

**Q:** All this concerns one instant. I care about a whole run.

**A:** If $H$ and $S$ are Hermitian and the condition on $P$ holds at every time, the derivative of each overlap is zero throughout, and a function on the real line with zero derivative is constant. The next theorem says this for any two solutions and any two times `a` and `b`. Orthonormal orbitals therefore stay orthonormal in this finite-basis, continuous-time model. In time-dependent density-functional theory $H$ depends on the density, but along a given run it is a function of time shared by all orbitals of the same spin and $k$-point, which is what the theorem takes.

```lean
/-- If the anti-Hermitian part of `P` is `-(i/2) S'` at all times, the overlap `⟨φ, S ψ⟩` of
any two solutions of `i S ψ' = (H + P) ψ` is constant in time. -/
theorem overlap_conserved {S S' H P : ℝ → Matrix n n ℂ} {φ ψ φ' ψ' : ℝ → n → ℂ}
    (hH : ∀ t, (H t).IsHermitian) (hS : ∀ t, (S t).IsHermitian)
    (dS : ∀ t, HasMatrixDerivAt S (S' t) t)
    (dφ : ∀ t, HasDerivAt φ (φ' t) t) (dψ : ∀ t, HasDerivAt ψ (ψ' t) t)
    (eφ : ∀ t, Complex.I • (S t *ᵥ φ' t) = (H t + P t) *ᵥ φ t)
    (eψ : ∀ t, Complex.I • (S t *ᵥ ψ' t) = (H t + P t) *ᵥ ψ t)
    (hP : ∀ t, (1 / 2 : ℂ) • (P t - (P t)ᴴ) = (-(Complex.I / 2)) • S' t) (a b : ℝ) :
    form (S a) (φ a) (ψ a) = form (S b) (φ b) (ψ b) := by
  have h : ∀ t, HasDerivAt (fun s => form (S s) (φ s) (ψ s)) 0 t := by
    intro t
    have hb := (form_self_eq_zero_iff _).1 ((norm_balance_iff (S' t) (P t)).2 (hP t))
    refine (overlap_rate (hH t) (hS t) (dS t) (dφ t) (dψ t) (eφ t) (eψ t)).congr_deriv ?_
    rw [hb]
    simp [form]
  exact is_const_of_deriv_eq_zero (fun t => (h t).differentiableAt) (fun t => (h t).deriv) a b
```

**Q:** So far $P$ is tuned to save the norm. Where does it come from physically?

**A:** From the motion of $T$. The all-electron state is $T\psi$, and its time derivative is $T'\psi+T\psi'$. Project $i\,d(T\psi)/dt$ back with $T^\dagger$ and set the result equal to $H\psi$:

$$iT^\dagger T'\psi+iT^\dagger T\psi'=H\psi .$$

Moving the first term to the right gives $iS\psi'=(H+P)\psi$ with $S=T^\dagger T$ and $P=-iT^\dagger T'$. Physically $H$ is $T^\dagger\hat HT$ for an all-electron Hamiltonian $\hat H$, but the theorem allows any matrix. Its proof identifies `χ'` with the product-rule derivative, since derivatives are unique, and then rearranges.

```lean
/-- Projecting `i d/dt (T ψ)` with `Tᴴ` and equating it to `H ψ` is the same as the equation
`i S ψ' = (H + P) ψ` with `S = Tᴴ T` and `P = -i Tᴴ T'`. -/
theorem projected_equation_iff {T : ℝ → Matrix m n ℂ} {T' : Matrix m n ℂ}
    {H : Matrix n n ℂ} {ψ : ℝ → n → ℂ} {ψ' : n → ℂ} {χ' : m → ℂ} {t : ℝ}
    (dT : HasMatrixDerivAt T T' t) (dψ : HasDerivAt ψ ψ' t)
    (dχ : HasDerivAt (fun s => T s *ᵥ ψ s) χ' t) :
    Complex.I • ((T t)ᴴ *ᵥ χ') = H *ᵥ ψ t ↔
      Complex.I • (((T t)ᴴ * T t) *ᵥ ψ') = (H + transport (T t) T') *ᵥ ψ t := by
  rw [dχ.unique (hasDerivAt_mulVec dT dψ)]
  simp only [mulVec_add, mulVec_mulVec, add_mulVec, transport, Matrix.smul_mulVec]
  constructor <;> intro h <;> linear_combination (norm := module) h
```

**Q:** Does this $P$ meet the condition?

**A:** Yes. Since $P^\dagger=iT'^\dagger T$,

$$P-P^\dagger=-i(T^\dagger T'+T'^\dagger T)=-iS' .$$

The last theorem proves both the formula for $S'$ and this balance. They supply `dS` and `hP` in `overlap_conserved`, and $T^\dagger T$ is Hermitian by construction.

```lean
omit [Fintype n] in
/-- For `S = Tᴴ T`, the derivative of `S` is `T'ᴴ T + Tᴴ T'`, and the anti-Hermitian part of
`P = -i Tᴴ T'` is `-(i/2)` times this derivative. -/
theorem transport_balances {T : ℝ → Matrix m n ℂ} {T' : Matrix m n ℂ} {t : ℝ}
    (dT : HasMatrixDerivAt T T' t) :
    HasMatrixDerivAt (fun s => (T s)ᴴ * T s) (T'ᴴ * T t + (T t)ᴴ * T') t ∧
      (1 / 2 : ℂ) • (transport (T t) T' - (transport (T t) T')ᴴ)
        = (-(Complex.I / 2)) • (T'ᴴ * T t + (T t)ᴴ * T') := by
  constructor
  · intro i j
    have h : HasDerivAt (fun s => ∑ k, star (T s k i) * T s k j)
        (∑ k, (star (T' k i) * T t k j + star (T t k i) * T' k j)) t :=
      HasDerivAt.fun_sum fun k _ => (dT k i).star.fun_mul (dT k j)
    refine HasDerivAt.congr_deriv (f := fun s => ((T s)ᴴ * T s) i j) h ?_
    simp only [Matrix.add_apply, Matrix.mul_apply, conjTranspose_apply,
      Finset.sum_add_distrib]
  · simp only [transport, conjTranspose_smul, conjTranspose_mul,
      conjTranspose_conjTranspose, star_neg, Complex.star_def, Complex.conj_I, neg_neg]
    module

end

end UltrasoftMovingOverlap
```

**Q:** Where would I meet this in a code?

**A:** In Ehrenfest dynamics with ultrasoft or projector-augmented-wave states, $T$ depends on the atomic positions, so $T'$ is a sum of atomic velocities times position derivatives of $T$. The propagator is then built from $S$ and $H+P$ instead of $S$ and $H$. If the atoms are clamped, as is common for an optical spectrum, and $T$ depends on time only through their positions, then $T'=0$ and the term disappears. Monitoring $\langle\psi_i,S\psi_j\rangle$ for the orbitals is a useful check, though a finite time step can add its own error.

**Q:** Would operators on a Hilbert space have been more faithful?

**A:** They would take in the full kinetic energy operator without a basis cutoff. Since that operator is unbounded, the statement would also need assumptions that keep $\psi(t)$ in its domain. The cancellation of $H$ would be the same.

```lean
#print axioms UltrasoftMovingOverlap.no_transport_iff
#print axioms UltrasoftMovingOverlap.overlap_conserved
#print axioms UltrasoftMovingOverlap.projected_equation_iff
#print axioms UltrasoftMovingOverlap.transport_balances
```

```
'UltrasoftMovingOverlap.no_transport_iff' depends on axioms: [propext, Classical.choice, Quot.sound]
'UltrasoftMovingOverlap.overlap_conserved' depends on axioms: [propext, Classical.choice, Quot.sound]
'UltrasoftMovingOverlap.projected_equation_iff' depends on axioms: [propext, Classical.choice, Quot.sound]
'UltrasoftMovingOverlap.transport_balances' depends on axioms: [propext, Classical.choice, Quot.sound]
```
